# Löwdin functions are the closest orthonormal family, in least squares, to a finite real basis

Gram–Schmidt orthonormalisation of overlapping atomic orbitals depends on the order in which they are taken. The first orbital is only rescaled, while a later one is mixed with those before it, so two equivalent orbitals of a symmetric molecule can come out different. Löwdin's construction treats all orbitals at once. For a finite, linearly independent family of real orbitals, it changes them as little as orthonormality allows, measured by the unweighted sum of squared distances.

## The overlap matrix and the displacement

Let \(\varphi_i\) be vectors in a real inner-product space \(E\), labelled by a type `ι`. The space may be infinite-dimensional and need not be complete.

In Lean 4 with Mathlib:

```lean
import Mathlib

open Matrix
open scoped InnerProductSpace

noncomputable section

namespace LowdinOrthogonalization

variable {ι E : Type*} [NormedAddCommGroup E] [InnerProductSpace ℝ E]
```

The overlap matrix has entries \(S_{ij}=\langle\varphi_i,\varphi_j\rangle\).

```lean
/-- The overlap (Gram) matrix `S i j = ⟨φ i, φ j⟩` of a family of basis functions. -/
def overlap (φ : ι → E) : Matrix ι ι ℝ := Matrix.of fun i j => ⟪φ i, φ j⟫_ℝ
```

Since the inner product is real, \(S_{ij}=S_{ji}\).

```lean
/-- The overlap matrix is symmetric. -/
theorem overlap_isHermitian (φ : ι → E) : (overlap φ).IsHermitian := by
  refine Matrix.IsHermitian.ext fun i j => ?_
  change star (⟪φ j, φ i⟫_ℝ) = ⟪φ i, φ j⟫_ℝ
  rw [star_trivial]
  exact real_inner_comm _ _
```

From here on the family is finite. A matrix \(A\) defines new functions through its columns, \(\varphi'_k=\sum_i A_{ik}\varphi_i\).

```lean
variable [Fintype ι]

/-- The new functions `∑ i, A i k • φ i` whose coefficients are the columns of `A`. -/
def combine (φ : ι → E) (A : Matrix ι ι ℝ) (k : ι) : E := ∑ i, A i k • φ i
```

The quantity to be minimised is \(D(e)=\sum_i\|e_i-\varphi_i\|^2\), which compares each \(e_i\) with the \(\varphi_i\) of the same label.

```lean
/-- The total squared displacement `∑ i, ‖e i - φ i‖²` between two families. -/
def distortion (φ e : ι → E) : ℝ := ∑ i, ‖e i - φ i‖ ^ 2
```

Expanding both arguments of the inner product gives the new overlap,

\[\langle\varphi'_k,\varphi'_l\rangle=\sum_{ij}A_{ik}S_{ij}A_{jl}=(A^{T}SA)_{kl}.\]

```lean
/-- Under a change of basis `A` the overlap matrix becomes `Aᵀ S A`. -/
theorem overlap_combine (φ : ι → E) (A : Matrix ι ι ℝ) :
    overlap (combine φ A) = Aᵀ * overlap φ * A := by
  ext k l
  have h : ⟪∑ i, A i k • φ i, ∑ j, A j l • φ j⟫_ℝ
      = ∑ j, ∑ i, A i k * ⟪φ i, φ j⟫_ℝ * A j l := by
    rw [inner_sum]
    refine Finset.sum_congr rfl fun j _ => ?_
    rw [sum_inner]
    refine Finset.sum_congr rfl fun i _ => ?_
    rw [real_inner_smul_left, real_inner_smul_right]
    ring
  simp only [Matrix.mul_apply, Finset.sum_mul]
  exact h
```

## Square roots from the eigenvectors of S

Let the columns of \(U\) be orthonormal eigenvectors of \(S\),

```lean
variable [DecidableEq ι]

/-- The matrix whose columns are orthonormal eigenvectors of the overlap matrix. -/
def modes (φ : ι → E) : Matrix ι ι ℝ := ((overlap_isHermitian φ).eigenvectorUnitary : Matrix ι ι ℝ)
```

and let \(s_k\) be the eigenvalues.

```lean
/-- The eigenvalues of the overlap matrix. -/
def eigs (φ : ι → E) : ι → ℝ := (overlap_isHermitian φ).eigenvalues
```

A function of the overlap matrix is \(f(S)=U f(s)\,U^{T}\), where \(f(s)\) is the diagonal matrix with entries \(f(s_k)\).

```lean
/-- The function `f` of the overlap matrix, `f(S) = U f(s) Uᵀ`, with `U` the eigenvectors
and `s` the eigenvalues of `S`. -/
def overlapFun (φ : ι → E) (f : ℝ → ℝ) : Matrix ι ι ℝ :=
  modes φ * diagonal (fun k => f (eigs φ k)) * (modes φ)ᵀ
```

Taking \(f(x)=\sqrt{x}\) gives \(R=S^{1/2}\),

```lean
/-- The square root `S^(1/2)` of the overlap matrix. -/
def sqrtOverlap (φ : ι → E) : Matrix ι ι ℝ := overlapFun φ Real.sqrt
```

and \(f(x)=1/\sqrt{x}\) gives \(S^{-1/2}\).

```lean
/-- The inverse square root `S^(-1/2)`, meant for linearly independent `φ`. -/
def invSqrtOverlap (φ : ι → E) : Matrix ι ι ℝ := overlapFun φ fun x => (Real.sqrt x)⁻¹
```

The Löwdin functions are \(\chi_i=\sum_j (S^{-1/2})_{ji}\varphi_j\).

```lean
/-- The Löwdin functions `χ i = ∑ j, (S^(-1/2)) j i • φ j`, meant for linearly independent `φ`. -/
def lowdin (φ : ι → E) : ι → E := combine φ (invSqrtOverlap φ)
```

The spectral theorem for symmetric matrices supplies \(U^{T}U=1\) and \(SU=U\,\mathrm{diag}(s)\).

```lean
/-- The eigenvector matrix `U` is orthogonal and diagonalises the overlap: `S U = U s`. -/
theorem modes_spec (φ : ι → E) : (modes φ)ᵀ * modes φ = 1 ∧
    overlap φ * modes φ = modes φ * diagonal (eigs φ) := by
  constructor
  · have h := Matrix.mem_unitaryGroup_iff'.mp (overlap_isHermitian φ).eigenvectorUnitary.2
    rw [Matrix.star_eq_conjTranspose, conjTranspose_eq_transpose_of_trivial] at h
    exact h
  · ext i k
    have h := congrFun ((overlap_isHermitian φ).mulVec_eigenvectorBasis k) i
    have hU : ∀ j, modes φ j k = ((overlap_isHermitian φ).eigenvectorBasis k).ofLp j :=
      fun j => rfl
    simp only [Matrix.mulVec, dotProduct, Pi.smul_apply, smul_eq_mul] at h
    rw [Matrix.mul_diagonal]
    simp only [Matrix.mul_apply, hU]
    exact h.trans (mul_comm _ _)
```

Linear independence makes every \(s_k\) positive. Put \(\psi_k=\sum_i U_{ik}\varphi_i\). The overlap matrix of the \(\psi_k\) is \(U^{T}SU=\mathrm{diag}(s)\), so \(s_k=\|\psi_k\|^2\). If \(\psi_k\) vanished, independence would force column \(k\) of \(U\) to vanish, but that column has norm one.

```lean
/-- For linearly independent functions all eigenvalues of the overlap matrix are positive. -/
theorem eigs_pos {φ : ι → E} (hφ : LinearIndependent ℝ φ) (k : ι) : 0 < eigs φ k := by
  obtain ⟨hU, hS⟩ := modes_spec φ
  have h : overlap (combine φ (modes φ)) = diagonal (eigs φ) := by
    rw [overlap_combine, Matrix.mul_assoc, hS, ← Matrix.mul_assoc, hU, Matrix.one_mul]
  -- the eigenvalue is the squared norm of the k-th eigenvector combination
  have hk : ⟪combine φ (modes φ) k, combine φ (modes φ) k⟫_ℝ = eigs φ k :=
    (congrFun (congrFun h k) k).trans (Matrix.diagonal_apply_eq _ _)
  have hne : combine φ (modes φ) k ≠ 0 := by
    intro h0
    have hz : ∀ i, modes φ i k = 0 :=
      Fintype.linearIndependent_iff.mp hφ (fun i => modes φ i k) h0
    have h1 := congrFun (congrFun hU k) k
    simp [Matrix.mul_apply, hz] at h1
  rw [← hk, real_inner_self_eq_norm_sq]
  exact pow_pos (norm_pos_iff.mpr hne) 2
```

Because \(U^{T}U=1\), the inner factors cancel in a product:

\[f(S)g(S)=U f(s)\,U^{T}U\,g(s)\,U^{T}=(fg)(S).\]

```lean
/-- Functions of the overlap matrix multiply pointwise: `f(S) g(S) = (f g)(S)`. -/
theorem overlapFun_mul (φ : ι → E) (f g : ℝ → ℝ) :
    overlapFun φ f * overlapFun φ g = overlapFun φ fun x => f x * g x := by
  calc overlapFun φ f * overlapFun φ g
      = modes φ * diagonal (fun k => f (eigs φ k)) * ((modes φ)ᵀ * modes φ)
        * diagonal (fun k => g (eigs φ k)) * (modes φ)ᵀ := by
        simp only [overlapFun, Matrix.mul_assoc]
    _ = _ := by
        rw [(modes_spec φ).1, Matrix.mul_one, Matrix.mul_assoc (modes φ), diagonal_mul_diagonal]
        rfl
```

With \(\sqrt{s_k}\sqrt{s_k}=s_k\) and \(\sqrt{s_k}/\sqrt{s_k}=1\), this yields \(RR=S\) and \(RS^{-1/2}=1\). Both matrices are symmetric, as \(U f(s)U^{T}\) equals its own transpose.

```lean
/-- For linearly independent functions `S^(1/2)` and `S^(-1/2)` are symmetric,
`S^(1/2) S^(1/2) = S` and `S^(1/2) S^(-1/2) = 1`. -/
theorem sqrtOverlap_spec {φ : ι → E} (hφ : LinearIndependent ℝ φ) :
    (sqrtOverlap φ)ᵀ = sqrtOverlap φ ∧ (invSqrtOverlap φ)ᵀ = invSqrtOverlap φ ∧
    sqrtOverlap φ * sqrtOverlap φ = overlap φ ∧ sqrtOverlap φ * invSqrtOverlap φ = 1 := by
  have ht : ∀ f, (overlapFun φ f)ᵀ = overlapFun φ f := fun f => by
    simp only [overlapFun, Matrix.transpose_mul, Matrix.transpose_transpose,
      Matrix.diagonal_transpose, Matrix.mul_assoc]
  have hU : modes φ * (modes φ)ᵀ = 1 := mul_eq_one_comm.mp (modes_spec φ).1
  refine ⟨ht _, ht _, ?_, ?_⟩
  · have h : (fun k => Real.sqrt (eigs φ k) * Real.sqrt (eigs φ k)) = eigs φ :=
      funext fun k => Real.mul_self_sqrt (eigs_pos hφ k).le
    rw [sqrtOverlap, overlapFun_mul]
    change modes φ * diagonal (fun k => Real.sqrt (eigs φ k) * Real.sqrt (eigs φ k))
      * (modes φ)ᵀ = _
    rw [h, ← (modes_spec φ).2, Matrix.mul_assoc, hU, Matrix.mul_one]
  · have h : (fun k => Real.sqrt (eigs φ k) * (Real.sqrt (eigs φ k))⁻¹) = fun _ => 1 :=
      funext fun k => mul_inv_cancel₀ (Real.sqrt_pos.mpr (eigs_pos hφ k)).ne'
    rw [sqrtOverlap, invSqrtOverlap, overlapFun_mul]
    change modes φ * diagonal (fun k => Real.sqrt (eigs φ k) * (Real.sqrt (eigs φ k))⁻¹)
      * (modes φ)ᵀ = _
    rw [h, diagonal_one, Matrix.mul_one, hU]
```

The overlap matrix of the Löwdin functions is therefore

\[S^{-1/2}SS^{-1/2}=S^{-1/2}R\,R\,S^{-1/2}=1.\]

The proof uses `mul_eq_one_comm` to turn the right inverse of a square matrix into a left inverse.

```lean
/-- The Löwdin functions of a linearly independent family are orthonormal. -/
theorem lowdin_orthonormal {φ : ι → E} (hφ : LinearIndependent ℝ φ) :
    Orthonormal ℝ (lowdin φ) := by
  obtain ⟨-, ht, hs, hi⟩ := sqrtOverlap_spec hφ
  have h : overlap (lowdin φ) = 1 := by
    rw [lowdin, overlap_combine, ht, ← hs, Matrix.mul_assoc, Matrix.mul_assoc, hi,
      Matrix.mul_one, mul_eq_one_comm.mp hi]
  exact orthonormal_iff_ite.mpr fun i j => (congrFun (congrFun h i) j).trans Matrix.one_apply
```

## What a competing family can change

The original functions are recovered from the Löwdin functions:

\[\sum_j R_{jk}\chi_j=\sum_i (S^{-1/2}R)_{ik}\varphi_i=\varphi_k.\]

For orthonormal \(e\), each term of the displacement is \(1+\|\varphi_i\|^2-2\langle e_i,\varphi_i\rangle\). Inserting the expansion of \(\varphi_i\) and using \(R_{ji}=R_{ij}\),

\[D(e)=\sum_i(1+\|\varphi_i\|^2)-2\sum_{ij}R_{ij}\langle e_i,\chi_j\rangle.\]

In the code, `hc` is the recovery of \(\varphi\), `hin` the inner product and `hn` the single term.

```lean
/-- For linearly independent `φ`, the displacement of an orthonormal family `e` depends on `e`
only through its inner products with the Löwdin functions, weighted by `S^(1/2)`. -/
theorem distortion_eq {φ e : ι → E} (hφ : LinearIndependent ℝ φ) (he : Orthonormal ℝ e) :
    distortion φ e = ∑ i, (1 + ‖φ i‖ ^ 2)
      - 2 * ∑ i, ∑ j, sqrtOverlap φ i j * ⟪e i, lowdin φ j⟫_ℝ := by
  obtain ⟨ht, -, -, hi⟩ := sqrtOverlap_spec hφ
  -- the original functions are recovered as φ = χ S^(1/2)
  have hc : ∀ k, φ k = ∑ j, sqrtOverlap φ j k • lowdin φ j := by
    intro k
    have hT : invSqrtOverlap φ * sqrtOverlap φ = 1 := mul_eq_one_comm.mp hi
    have h1 : ∀ i, ∑ j, invSqrtOverlap φ i j * sqrtOverlap φ j k = if i = k then 1 else 0 := by
      intro i
      rw [← Matrix.mul_apply, hT, Matrix.one_apply]
    simp only [lowdin, combine, Finset.smul_sum, smul_smul]
    rw [Finset.sum_comm]
    simp only [mul_comm (sqrtOverlap φ _ k), ← Finset.sum_smul, h1]
    simp [ite_smul]
  have hin : ∀ i, ⟪e i, φ i⟫_ℝ = ∑ j, sqrtOverlap φ i j * ⟪e i, lowdin φ j⟫_ℝ := by
    intro i
    refine (congrArg (fun v => ⟪e i, v⟫_ℝ) (hc i)).trans ?_

    rw [inner_sum]
    refine Finset.sum_congr rfl fun j _ => ?_
    have hs : sqrtOverlap φ j i = sqrtOverlap φ i j := congrFun (congrFun ht i) j
    rw [real_inner_smul_right, hs]
  have hn : ∀ i, ‖e i - φ i‖ ^ 2 = (1 + ‖φ i‖ ^ 2)
      - 2 * ∑ j, sqrtOverlap φ i j * ⟪e i, lowdin φ j⟫_ℝ := by
    intro i
    rw [norm_sub_sq_real, he.1 i, hin i]
    ring
  rw [distortion, Finset.sum_congr rfl fun i _ => hn i, Finset.sum_sub_distrib, ← Finset.mul_sum]
```

Now complete the square. With \(d_i=e_i-\chi_i\), orthonormality of both families gives

\[\langle d_j,d_i\rangle=2\delta_{ij}-\langle e_i,\chi_j\rangle-\langle e_j,\chi_i\rangle.\]

Multiply by \(R_{ij}\) and sum. As \(R\) is symmetric, the last two terms contribute equally, and

\[\sum_{ij}R_{ij}\langle d_j,d_i\rangle=2\,\mathrm{tr}R-2\sum_{ij}R_{ij}\langle e_i,\chi_j\rangle=D(e)-D(\chi).\]

Writing \(R=U\sqrt{s}\,U^{T}\) turns the left side into a sum of non-negative terms:

\[D(e)-D(\chi)=\sum_k\sqrt{s_k}\,\Big\|\sum_i U_{ik}d_i\Big\|^2.\]

`hmode` proves this last rewriting by cyclicity of the trace, `hpt` is the pointwise expansion, and `hswap` exchanges the two indices.

```lean
/-- For linearly independent `φ`, an orthonormal family `e` exceeds the Löwdin displacement by
`∑ k, √(s k) ‖∑ i, U i k • (e i - χ i)‖²`, with `s` and `U` the eigenvalues and eigenvectors
of the overlap matrix. -/
theorem distortion_excess {φ e : ι → E} (hφ : LinearIndependent ℝ φ) (he : Orthonormal ℝ e) :
    distortion φ e = distortion φ (lowdin φ) + ∑ k, Real.sqrt (eigs φ k) *
      ‖combine (fun i => e i - lowdin φ i) (modes φ) k‖ ^ 2 := by
  have hχ := lowdin_orthonormal hφ
  have hs : ∀ i j, sqrtOverlap φ j i = sqrtOverlap φ i j :=
    fun i j => congrFun (congrFun (sqrtOverlap_spec hφ).1 i) j
  -- the sum over modes is the trace of S^(1/2) times the overlap of the differences
  have hmode : ∀ d : ι → E, ∑ k, Real.sqrt (eigs φ k) * ‖combine d (modes φ) k‖ ^ 2
      = ∑ i, ∑ j, sqrtOverlap φ i j * ⟪d j, d i⟫_ℝ := by
    intro d
    calc _ = Matrix.trace (diagonal (fun k => Real.sqrt (eigs φ k))
          * overlap (combine d (modes φ))) := by
          rw [Matrix.trace]
          refine Finset.sum_congr rfl fun k _ => ?_
          rw [Matrix.diag_apply, Matrix.diagonal_mul, ← real_inner_self_eq_norm_sq]
          rfl
      _ = Matrix.trace (diagonal (fun k => Real.sqrt (eigs φ k)) * (modes φ)ᵀ
          * overlap d * modes φ) := by simp only [overlap_combine, Matrix.mul_assoc]
      _ = Matrix.trace (modes φ * (diagonal (fun k => Real.sqrt (eigs φ k)) * (modes φ)ᵀ
          * overlap d)) := Matrix.trace_mul_comm _ _
      _ = Matrix.trace (sqrtOverlap φ * overlap d) := by
          simp only [sqrtOverlap, overlapFun, Matrix.mul_assoc]
      _ = _ := by
          simp only [Matrix.trace, Matrix.diag_apply, Matrix.mul_apply, overlap, Matrix.of_apply]
  have hpt : ∀ i j, sqrtOverlap φ i j * ⟪e j - lowdin φ j, e i - lowdin φ i⟫_ℝ
      = 2 * (sqrtOverlap φ i j * ⟪lowdin φ i, lowdin φ j⟫_ℝ)
        - sqrtOverlap φ i j * ⟪e i, lowdin φ j⟫_ℝ
        - sqrtOverlap φ i j * ⟪e j, lowdin φ i⟫_ℝ := by
    intro i j
    have h3 := (orthonormal_iff_ite.mp he j i).trans (orthonormal_iff_ite.mp hχ j i).symm
    have h4 := real_inner_comm (e i) (lowdin φ j)
    have h5 := real_inner_comm (lowdin φ i) (lowdin φ j)
    rw [inner_sub_left, inner_sub_right, inner_sub_right]
    linear_combination sqrtOverlap φ i j * (h3 - h4 + 2 * h5)
  have hswap : ∑ i, ∑ j, sqrtOverlap φ i j * ⟪e j, lowdin φ i⟫_ℝ
      = ∑ i, ∑ j, sqrtOverlap φ i j * ⟪e i, lowdin φ j⟫_ℝ := by
    rw [Finset.sum_comm]
    exact Finset.sum_congr rfl fun i _ => Finset.sum_congr rfl fun j _ => by rw [hs i j]
  rw [distortion_eq hφ he, distortion_eq hφ hχ, hmode]
  simp only [hpt, Finset.sum_sub_distrib, ← Finset.mul_sum]
  rw [hswap]
  ring
```

## The minimum and its uniqueness

Setting \(e=\chi\) in the formula for \(D(e)\) gives the minimum,

\[D(\chi)=\mathrm{tr}(1)+\mathrm{tr}S-2\,\mathrm{tr}R=\mathrm{tr}\big((R-1)^2\big).\]

For uniqueness, suppose every \(\sum_i U_{ik}d_i\) vanished. If \(G\) is the overlap matrix of the \(d_i\), then \(U^{T}GU=0\), hence \(G=0\) and every \(d_i=0\). So if \(e\neq\chi\), at least one term of the excess is non-zero, and it is positive because \(\sqrt{s_k}>0\). These are the steps `hinj` and `hex`; `Finset.sum_pos'` then makes the whole sum positive.

The theorem `lowdin_optimal` has one hypothesis, `LinearIndependent ℝ φ`; the \(\varphi_i\) need not be normalised. Its four conclusions are that \(\chi\) is orthonormal, that each \(\chi_i\) lies in the span of \(\varphi\), that the displacement is the trace above, and that any other orthonormal family `e : ι → E` has a strictly larger one. Competitors may leave the span. Complex orbitals and infinite families lie beyond the statement.

```lean
/-- Optimality of the Löwdin functions: for linearly independent `φ` they are orthonormal, lie in
the span of `φ`, have displacement `tr((S^(1/2) - 1)²)` from `φ`, and every other orthonormal
family, inside the span or not, has a strictly larger displacement. -/
theorem lowdin_optimal {φ : ι → E} (hφ : LinearIndependent ℝ φ) :
    Orthonormal ℝ (lowdin φ) ∧ (∀ i, lowdin φ i ∈ Submodule.span ℝ (Set.range φ)) ∧
    distortion φ (lowdin φ) = Matrix.trace ((sqrtOverlap φ - 1) ^ 2) ∧
    ∀ e : ι → E, Orthonormal ℝ e → e ≠ lowdin φ →
      distortion φ (lowdin φ) < distortion φ e := by
  have hχ := lowdin_orthonormal hφ
  refine ⟨hχ, fun i => ?_, ?_, fun e he hne => ?_⟩
  · unfold lowdin combine
    exact Submodule.sum_mem _ fun j _ =>
      Submodule.smul_mem _ _ (Submodule.subset_span ⟨j, rfl⟩)
  · have hsq : (sqrtOverlap φ - 1) ^ 2 = overlap φ + 1 - (sqrtOverlap φ + sqrtOverlap φ) := by
      rw [← (sqrtOverlap_spec hφ).2.2.1]
      noncomm_ring
    have hin : ∀ i, ∑ j, sqrtOverlap φ i j * ⟪lowdin φ i, lowdin φ j⟫_ℝ = sqrtOverlap φ i i := by
      intro i
      simp [orthonormal_iff_ite.mp hχ]
    have hS : Matrix.trace (overlap φ) = ∑ i, ‖φ i‖ ^ 2 :=
      Finset.sum_congr rfl fun i _ => real_inner_self_eq_norm_sq _
    have h1 : Matrix.trace (1 : Matrix ι ι ℝ) = ∑ _i : ι, (1 : ℝ) :=
      Finset.sum_congr rfl fun i _ => Matrix.one_apply_eq i
    have hR : Matrix.trace (sqrtOverlap φ) = ∑ i, sqrtOverlap φ i i := rfl
    rw [distortion_eq hφ hχ, hsq, Finset.sum_congr rfl fun i _ => hin i, Matrix.trace_sub,
      Matrix.trace_add, Matrix.trace_add, hS, h1, hR, Finset.sum_add_distrib]
    ring
  · -- some mode of the difference is non-zero, because the eigenvector matrix is invertible
    have hU : modes φ * (modes φ)ᵀ = 1 := mul_eq_one_comm.mp (modes_spec φ).1
    have hinj : ∀ d : ι → E, (∀ k, combine d (modes φ) k = 0) → ∀ i, d i = 0 := by
      intro d hz i
      have h0 : overlap (combine d (modes φ)) = 0 := by
        ext k l
        change ⟪combine d (modes φ) k, combine d (modes φ) l⟫_ℝ = 0
        rw [hz k, inner_zero_left]
      rw [overlap_combine] at h0
      have hG : overlap d = 0 := by
        calc overlap d = (modes φ * (modes φ)ᵀ) * overlap d * (modes φ * (modes φ)ᵀ) := by
              rw [hU, Matrix.one_mul, Matrix.mul_one]
          _ = modes φ * ((modes φ)ᵀ * overlap d * modes φ) * (modes φ)ᵀ := by
              simp only [Matrix.mul_assoc]
          _ = 0 := by rw [h0, Matrix.mul_zero, Matrix.zero_mul]
      have hi : ⟪d i, d i⟫_ℝ = 0 := congrFun (congrFun hG i) i
      exact inner_self_eq_zero.mp hi
    have hex : ∃ k, combine (fun i => e i - lowdin φ i) (modes φ) k ≠ 0 := by
      by_contra hcon
      exact hne (funext fun i => sub_eq_zero.mp
        (hinj _ (fun k => not_not.mp fun h => hcon ⟨k, h⟩) i))
    obtain ⟨k, hk⟩ := hex
    rw [distortion_excess hφ he]
    exact lt_add_of_pos_right _ (Finset.sum_pos' (fun k _ => by positivity)
      ⟨k, Finset.mem_univ k, mul_pos (Real.sqrt_pos.mpr (eigs_pos hφ k))
        (pow_pos (norm_pos_iff.mpr hk) 2)⟩)

end LowdinOrthogonalization
```

```lean
#print axioms LowdinOrthogonalization.lowdin_orthonormal
#print axioms LowdinOrthogonalization.lowdin_optimal
```

```
'LowdinOrthogonalization.lowdin_orthonormal' depends on axioms: [propext, Classical.choice, Quot.sound]
'LowdinOrthogonalization.lowdin_optimal' depends on axioms: [propext, Classical.choice, Quot.sound]
```

## Two equal functions have two closest pairs

Normalisation of the \(\varphi_i\) is no substitute for linear independence. In the plane, let \(u\) and \(v\) be orthonormal and take \(\varphi_1=\varphi_2=u\). For an orthonormal pair, \(D(e)=4-2\langle e_1+e_2,u\rangle\). Since \(\|e_1+e_2\|=\sqrt2\), the least value is \(4-2\sqrt2\). It is reached by \(e_1=(u+v)/\sqrt2\), \(e_2=(u-v)/\sqrt2\), and equally by the same two vectors in the opposite order, so the minimiser is not unique. Here \(S\) has eigenvalues 2 and 0, and \(S^{-1/2}\) does not exist as an inverse.
